# An invertible Dyson equation with one central thermal factor preserves the fluctuation-dissipation relation

In an equilibrium Keldysh calculation one solves Dyson's equation for the retarded and advanced functions at each frequency and then obtains the Keldysh function by multiplying their difference by a thermal factor. This is justified below for a free propagator and a self-energy that share a thermal factor commuting with every operator, provided that the retarded and advanced equations are invertible.

```lean
import Mathlib

open Matrix

namespace KeldyshFluctuationDissipation

variable {𝓐 : Type*} [Ring 𝓐]

/-- The Keldysh matrix with retarded part `R`, advanced part `A` and Keldysh part
`h (R - A)`, as the fluctuation-dissipation relation with thermal factor `h` prescribes. -/
def thermal (h R A : 𝓐) : Matrix (Fin 2) (Fin 2) 𝓐 :=
  !![R, h * (R - A); 0, A]

/-- The unit matrix is the thermal Keldysh matrix with both parts equal to one. -/
theorem thermal_one (h : 𝓐) : thermal h 1 1 = 1 := by
  simp [thermal, Matrix.one_fin_two]

/-- The sum of two Keldysh matrices that obey the fluctuation-dissipation relation with the
same factor `h` obeys it too; retarded and advanced parts add separately. -/
theorem thermal_add (h R A R' A' : 𝓐) :
    thermal h R A + thermal h R' A' = thermal h (R + R') (A + A') := by
  ext i j
  fin_cases i <;> fin_cases j <;> simp [thermal]
  all_goals noncomm_ring

/-- For a central thermal factor, the product of two thermal Keldysh matrices is thermal;
retarded and advanced parts multiply separately. -/
theorem thermal_mul {h : 𝓐} (hc : ∀ x, h * x = x * h) (R A R' A' : 𝓐) :
    thermal h R A * thermal h R' A' = thermal h (R * R') (A * A') := by
  -- the Keldysh component of the product, where the mixed terms `R A'` cancel
  have key : R * (h * (R' - A')) + h * (R - A) * A' = h * (R * R' - A * A') := by
    rw [← mul_assoc, ← hc R]
    noncomm_ring
  simp only [thermal, Matrix.mul_fin_two, key, mul_zero, zero_mul, add_zero, zero_add]

/-- The product rule holds for all thermal Keldysh matrices exactly when the thermal factor
commutes with every operator. -/
theorem thermal_mul_iff_central (h : 𝓐) :
    (∀ R A R' A' : 𝓐, thermal h R A * thermal h R' A' = thermal h (R * R') (A * A')) ↔
      ∀ x, h * x = x * h := by
  constructor
  · intro H x
    -- test the rule on a second factor with retarded part one and advanced part zero
    have key := congrFun (congrFun (H x 0 1 0) 0) 1
    simp [thermal, Matrix.mul_apply, Fin.sum_univ_two] at key
    exact key.symm
  · intro hc R A R' A'
    exact thermal_mul hc R A R' A'

/-- For a central thermal factor, a thermal Keldysh matrix is the diagonal matrix of its
retarded and advanced parts, conjugated by a triangular matrix that depends only on `h`. -/
theorem thermal_eq_conj {h : 𝓐} (hc : ∀ x, h * x = x * h) (R A : 𝓐) :
    thermal h R A = !![1, -h; 0, 1] * !![R, 0; 0, A] * !![1, h; 0, 1] := by
  have key : h * (R - A) = R * h + -h * A := by
    rw [← hc R]
    noncomm_ring
  simp only [thermal, key, Matrix.mul_fin_two, one_mul, mul_one, zero_mul, mul_zero,
    add_zero, zero_add]

/-- For a central thermal factor and invertible retarded and advanced parts, the two-sided
inverse of a thermal Keldysh matrix is the thermal matrix of the inverse parts. -/
theorem thermal_inverse {h : 𝓐} (hc : ∀ x, h * x = x * h) (R A : 𝓐ˣ) :
    thermal h (R : 𝓐) (A : 𝓐) * thermal h (↑R⁻¹ : 𝓐) (↑A⁻¹ : 𝓐) = 1 ∧
      thermal h (↑R⁻¹ : 𝓐) (↑A⁻¹ : 𝓐) * thermal h (R : 𝓐) (A : 𝓐) = 1 := by
  simp only [thermal_mul hc, Units.mul_inv, Units.inv_mul, thermal_one, and_self]

/-- Let the free propagator (parts `R₀`, `A₀`) and the self-energy (parts `S`, `T`) be thermal
with the same central factor, and let `u = 1 - R₀ S` and `v = 1 - A₀ T` be invertible. Then a
matrix `G` solves Dyson's equation exactly when it is the thermal Keldysh matrix with retarded
part `u⁻¹ R₀` and advanced part `v⁻¹ A₀`. -/
theorem dyson_iff_thermal {h : 𝓐} (hc : ∀ x, h * x = x * h) {R₀ A₀ S T : 𝓐} (u v : 𝓐ˣ)
    (hu : (u : 𝓐) = 1 - R₀ * S) (hv : (v : 𝓐) = 1 - A₀ * T)
    (G : Matrix (Fin 2) (Fin 2) 𝓐) :
    G = thermal h R₀ A₀ + thermal h R₀ A₀ * thermal h S T * G ↔
      G = thermal h (↑u⁻¹ * R₀) (↑v⁻¹ * A₀) := by
  obtain ⟨h1, h2⟩ := thermal_inverse hc u v
  -- the Dyson kernel `1 - G₀ Σ` is itself thermal
  have hk : thermal h (u : 𝓐) (v : 𝓐) = 1 - thermal h R₀ A₀ * thermal h S T := by
    rw [thermal_mul hc, hu, hv, eq_sub_iff_add_eq, thermal_add, sub_add_cancel,
      sub_add_cancel, thermal_one]
  rw [← thermal_mul hc]
  constructor
  · intro hG
    have key : thermal h (u : 𝓐) (v : 𝓐) * G = thermal h R₀ A₀ := by
      rw [hk, sub_mul, one_mul, sub_eq_iff_eq_add]
      exact hG
    rw [← key, ← mul_assoc, h2, one_mul]
  · intro hG
    have key : thermal h (u : 𝓐) (v : 𝓐) * G = thermal h R₀ A₀ := by
      rw [hG, ← mul_assoc, h1, one_mul]
    rw [hk, sub_mul, one_mul, sub_eq_iff_eq_add] at key
    exact key

/-- If the free propagator and the self-energy are thermal with the same central factor, and
`1 - R₀ S` and `1 - A₀ T` are invertible, then every solution of Dyson's equation has vanishing
lower left entry and obeys the fluctuation-dissipation relation. -/
theorem dyson_preserves_fluctuation_dissipation {h : 𝓐} (hc : ∀ x, h * x = x * h)
    {R₀ A₀ S T : 𝓐} (hR : IsUnit (1 - R₀ * S)) (hA : IsUnit (1 - A₀ * T))
    {G : Matrix (Fin 2) (Fin 2) 𝓐}
    (hG : G = thermal h R₀ A₀ + thermal h R₀ A₀ * thermal h S T * G) :
    G 1 0 = 0 ∧ G 0 1 = h * (G 0 0 - G 1 1) := by
  obtain ⟨u, hu⟩ := hR
  obtain ⟨v, hv⟩ := hA
  have key := (dyson_iff_thermal hc u v hu hv G).1 hG
  rw [key]
  simp [thermal]

/-- The thermal factor is central, and `1 - R₀ S` and `1 - A₀ T` are invertible, for complex
two-by-two matrices with thermal factor `2`, retarded parts `R₀ = diag(-i, -2i)` and
`S = [[0, 1], [1, -i]]`, and advanced parts `A₀ = diag(i, 2i)` and `T = [[0, 1], [1, i]]`. -/
theorem dyson_witness :
    (∀ X : Matrix (Fin 2) (Fin 2) ℂ,
      ((2 : ℂ) • (1 : Matrix (Fin 2) (Fin 2) ℂ)) * X = X * ((2 : ℂ) • 1)) ∧
    IsUnit (1 - !![-Complex.I, 0; 0, -2 * Complex.I] * !![0, 1; 1, -Complex.I]) ∧
    IsUnit (1 - !![Complex.I, 0; 0, 2 * Complex.I] * !![0, 1; 1, Complex.I]) := by
  refine ⟨fun X => by simp, ?_, ?_⟩
  · -- the determinant is five
    have d : (1 - !![-Complex.I, 0; 0, -2 * Complex.I] *
        !![0, 1; 1, -Complex.I]).det = 5 := by
      simp [Matrix.det_fin_two, Matrix.one_fin_two, -Complex.I_mul_I]
      linear_combination -4 * Complex.I_sq
    rw [Matrix.isUnit_iff_isUnit_det, d, isUnit_iff_ne_zero]
    norm_num
  · have d : (1 - !![Complex.I, 0; 0, 2 * Complex.I] *
        !![0, 1; 1, Complex.I]).det = 5 := by
      simp [Matrix.det_fin_two, Matrix.one_fin_two, -Complex.I_mul_I]
      linear_combination -4 * Complex.I_sq
    rw [Matrix.isUnit_iff_isUnit_det, d, isUnit_iff_ne_zero]
    norm_num

end KeldyshFluctuationDissipation
```

```lean
#print axioms KeldyshFluctuationDissipation.thermal_mul_iff_central
#print axioms KeldyshFluctuationDissipation.thermal_eq_conj
#print axioms KeldyshFluctuationDissipation.dyson_preserves_fluctuation_dissipation
```

```
'KeldyshFluctuationDissipation.thermal_mul_iff_central' depends on axioms: [propext, Classical.choice, Quot.sound]
'KeldyshFluctuationDissipation.thermal_eq_conj' depends on axioms: [propext, Classical.choice, Quot.sound]
'KeldyshFluctuationDissipation.dyson_preserves_fluctuation_dissipation' depends on axioms: [propext, Classical.choice, Quot.sound]
```

At a fixed frequency $\omega$ of a stationary system, the retarded and advanced functions are operators $R$ and $A$ on the one-particle space. In equilibrium the Keldysh function is $K=h(R-A)$. For fermions $h=\tanh(\beta\omega/2)$, with $\hbar=1$, $\beta=1/(k_BT)$ the inverse temperature and $\omega$ measured from the chemical potential; for bosons $\tanh$ becomes $\coth$, and $\omega=0$ is excluded. This number encodes the occupation, and as a multiple of the identity it commutes with every operator.

In Lean the operators are elements of an arbitrary ring `𝓐`, and `thermal h R A` is the matrix

$$M(R,A)=\begin{pmatrix}R&h(R-A)\\0&A\end{pmatrix}.$$

The hypothesis `hc` says that $h$ is central. The self-energy parts $\Sigma^R,\Sigma^A$ are called `S` and `T`, so `T` is not a temperature. The entries `G 0 0`, `G 0 1` and `G 1 1` are the retarded, Keldysh and advanced functions. Nothing requires $A=R^\dagger$.

`dyson_iff_thermal` takes an arbitrary $2\times2$ matrix $G$ over the ring. Let $h$ be central, and let the free propagator $G_0=M(R_0,A_0)$ and the self-energy $\Sigma=M(\Sigma^R,\Sigma^A)$ both be thermal with this $h$. If $u=1-R_0\Sigma^R$ and $v=1-A_0\Sigma^A$ are invertible, then $G$ solves $G=G_0+G_0\Sigma G$ exactly when $G=M(u^{-1}R_0,\,v^{-1}A_0)$. `dyson_preserves_fluctuation_dissipation` reads off the entries: the lower left one vanishes, and $G^K=h(G^R-G^A)$. That the self-energy is itself thermal is assumed; the exact self-energy of an interacting system in equilibrium has this property, but an approximate one may violate it.

The derivation starts from sums, which are thermal by distributivity (`thermal_add`). In a product, the upper right entry is

$$R\,h(R'-A')+h(R-A)A'=h(RR'-RA'+RA'-AA')=h(RR'-AA').$$

Moving $h$ past $R$ uses centrality, and the mixed terms cancel. In `thermal_mul` these steps are the rewrite with `hc R` and `noncomm_ring`. Conversely, if the product rule holds for all arguments, the upper right entry of $M(x,0)M(1,0)=M(x,0)$ gives $xh=hx$, which is how `thermal_mul_iff_central` recovers centrality.

Since $M(1,1)=1$, the product rule gives $M(R,A)M(R^{-1},A^{-1})=1$, and likewise in the other order (`thermal_inverse`). The structure is also visible in `thermal_eq_conj`:

$$M(R,A)=\begin{pmatrix}1&-h\\0&1\end{pmatrix}\begin{pmatrix}R&0\\0&A\end{pmatrix}\begin{pmatrix}1&h\\0&1\end{pmatrix}.$$

The outer factors are inverse to each other, and multiplying out gives the upper right entry $Rh-hA=h(R-A)$.

For Dyson's equation, $M(u,v)+G_0\Sigma=M(1,1)=1$, so $1-G_0\Sigma=M(u,v)$; this is `hk` in the proof. The equation is therefore $M(u,v)G=G_0$. Multiplying from the left by the inverse gives

$$G=M(u^{-1},v^{-1})M(R_0,A_0)=M(u^{-1}R_0,v^{-1}A_0),$$

and the steps reverse. `dyson_witness` confirms centrality and invertibility for explicit complex matrices with $h=2$, where both determinants equal 5.

Without centrality the relation can fail, for instance when two broadened levels with different occupations are coupled. Let $h=\mathrm{diag}(1,0)$, $R_0=-i$, $A_0=i$, and let $\Sigma^R=\Sigma^A=\sigma_x$ be a hopping term, with $\sigma_x$ the Pauli matrix, so that $\Sigma^K=0$. Then $G^R-G^A=-i$, and the relation would require $G^K=-ih$, with diagonal $(-i,0)$. Dyson's equation instead gives $G^K=G^R(-2ih)G^A$, with diagonal $(-i/2,-i/2)$. Here $h$ commutes with $R_0$ and $A_0$ but not with the self-energy, so commuting with the free propagator alone is not enough.

For electrons in a finite orthonormal orbital basis, at one frequency and with a thermal self-energy, the calculation runs as follows. One solves the linear system $(1-R_0\Sigma^R)G^R=R_0$, takes $G^A=(G^R)^\dagger$, and sets $G^K=\tanh(\beta\omega/2)(G^R-G^A)$. The diagonal entries of the lesser function $G^<=\tfrac12(G^K-G^R+G^A)$, integrated over all frequencies and divided by $2\pi i$, then give the orbital occupations.
